# A frozen-orbital hybrid energy can favour a spread-out electron without being convex in the occupation

Take one electron and two identical centres, so far apart that they do not interact. Let the energy of a centre holding a fraction \(f\) of the electron be

\[
E(f) = f^2 - f^{4/3},
\]

where the first term is the electron's repulsion with itself and the second is an approximate exchange energy meant to cancel it. With the whole electron on one centre the cancellation is perfect, and \(E(1)=0\). With half on each centre the total is \(2E(1/2) = 1/2 - 2^{-1/3} \approx -0.294\). The two arrangements should have the same energy, but the model puts the divided electron lower.

This is delocalisation error, which is often described as convexity of the energy in the occupation. A convex curve with \(E(0)=0\) does satisfy \(E(1/2)\le E(1)/2\). The converse fails, and this curve shows it. At \(f=0.05\) the energy is about \(-0.0159\), while the chord from \(0\) to \(0.1\) passes through about \(-0.0182\) at the same place. The curve lies above its chord there, so it is not convex on \([0,1]\).

## The energy of a fractionally occupied orbital

Let a normalised spin orbital \(\varphi\) keep its shape while its occupation \(f\) varies between 0 and 1. Four terms make up its energy.

- The one-electron energy is \(hf\), where \(h\) collects the kinetic energy and the attraction to the nuclei.
- The Hartree energy is \(Uf^2\), where \(U=\tfrac12\iint |\varphi(\mathbf r)|^2|\varphi(\mathbf r')|^2/|\mathbf r-\mathbf r'|\,d\mathbf r\,d\mathbf r'\) in atomic units. It is quadratic because the density \(f|\varphi|^2\) enters twice.
- The exact exchange energy is \(-Uf^2\), which removes the self-repulsion at every occupation.
- The semilocal exchange energy is \(-Uf^{4/3}\). The exponent is that of the local density approximation, whose exchange energy is an integral of the density to the power \(4/3\). A gradient correction in general changes this dependence on \(f\), so the results below do not carry over unchanged to gradient-corrected functionals.

The prefactor \(U\) in the last term is postulated. It stands for a functional that is correct for the fully occupied orbital, so that any error comes from fractional occupation alone.

A global hybrid takes a fraction \(a\) of exact exchange and \(1-a\) of semilocal exchange:

\[
E(f) = hf + Uf^2 - aUf^2 - (1-a)Uf^{4/3}
     = hf + (1-a)U\,(f^2 - f^{4/3}).
\]

The opening example has \(h=0\), \(U=1\) and \(a=0\).

## One electron on N distant centres

Spread the electron equally over \(N\ge 1\) equivalent centres. Since \(E(1)=h\) and \(N\cdot(1/N)^{4/3} = N^{-1/3}\),

\[
N\,E(1/N) = h + (1-a)U\left(\frac1N - N^{-1/3}\right),
\]

and therefore

\[
E(1) - N\,E(1/N) = (1-a)U\left(N^{-1/3} - \frac1N\right).
\]

For \(N=1\) this is zero, as it must be. For \(N\ge2\) we have \(N^{-1}<N^{-1/3}\), because a larger exponent gives a larger power of a number above 1. If \(U>0\) and \(a<1\), the error is then positive. The dimer is the case \(N=2\), with error \((1-a)U(2^{-1/3}-\tfrac12)\approx 0.294\,(1-a)U\).

The same argument covers unequal shares. If equivalent distant centres hold fractions \(f_i\) with \(0<f_i<1\) and \(\sum_i f_i=1\), the terms in \(h\) cancel and, again for \(U>0\) and \(a<1\),

\[
E(1)-\sum_i E(f_i) = (1-a)U\sum_i\left(f_i^{4/3}-f_i^2\right) > 0,
\]

since every summand is positive. The Lean theorems below treat equal shares only.

## Where the curvature changes sign

Differentiating once gives

\[
E'(f) = h + (1-a)U\left(2f - \tfrac43 f^{1/3}\right),
\]

and differentiating again, for \(f>0\),

\[
E''(f) = (1-a)U\left(2 - \tfrac49 f^{-2/3}\right).
\]

The bracket vanishes when \(f^{-2/3}=9/2\), that is, at

\[
f_c = \left(\tfrac29\right)^{3/2}\approx 0.105 .
\]

Let \(U>0\) and \(a<1\) for the rest of this section. As \(f^{-2/3}\) decreases with \(f\), the curvature is negative below \(f_c\) and positive above it. The energy is continuous, so it is strictly concave on the closed interval \([0,f_c]\) and strictly convex on \([f_c,1]\). The position of \(f_c\) does not depend on \(h\), \(U\) or \(a\).

Strict concavity at the midpoint of \(0\) and \(f_c\) says that

\[
\tfrac12E(0)+\tfrac12E(f_c) < E(f_c/2).
\]

Convexity on \([0,1]\) would require the opposite inequality, \(E(f_c/2)\le\tfrac12E(0)+\tfrac12E(f_c)\). Hence \(E\) is not convex on \([0,1]\).

In this one-orbital model without relaxation, a positive stretched-dimer error therefore does not establish convexity, and a scan of the occupation that starts above \(f_c\) would miss the concave part. More exact exchange reduces the error in proportion to \(1-a\) but leaves the inflection where it is.

## The energy terms in Lean

All energies and occupations are real numbers, and the definitions put no restriction on them. The conditions \(U>0\) and \(a<1\) appear as hypotheses where a sign depends on them.

```lean
import Mathlib

open Set

namespace HybridFractionalOccupation

noncomputable section
```

The Hartree energy takes `U` and `f` as arguments. The factor \(\tfrac12\) of the double integral is contained in `U`; the orbital itself does not appear.

```lean
/-- Hartree energy of a frozen orbital with occupation `f` and self-repulsion `U`. -/
def hartree (U f : ℝ) : ℝ := U * f ^ 2
```

Exact exchange is its negative, as it is for a single spin orbital.

```lean
/-- Exact exchange energy of a frozen spin orbital with occupation `f` and self-repulsion `U`. -/
def exactExchange (U f : ℝ) : ℝ := -(U * f ^ 2)
```

The semilocal term carries the postulated normalisation. Its exponent is written `(4 / 3 : ℝ)` to select the real power function. That function also returns a value for a negative base, but this has no physical meaning here, and the occupations of interest satisfy \(f\ge0\).

```lean
/-- Semilocal exchange energy, scaling as the power 4/3 of the occupation `f ≥ 0` and
normalised to equal exact exchange at `f = 1`. -/
def semilocalExchange (U f : ℝ) : ℝ := -(U * f ^ (4 / 3 : ℝ))
```

The hybrid is the weighted sum of these terms. There is no correlation energy, and `h` and `U` are constants, which is what freezing the orbital means.

```lean
/-- Frozen-orbital energy of a global hybrid with fraction `a` of exact exchange and
one-electron energy `h`, at occupation `f ≥ 0`. -/
def hybridEnergy (h U a f : ℝ) : ℝ :=
  h * f + hartree U f + a * exactExchange U f + (1 - a) * semilocalExchange U f
```

The number \(f_c\) is called `inflection`.

```lean
/-- The occupation `(2/9)^(3/2)`, about 0.105. -/
def inflection : ℝ := (2 / 9 : ℝ) ^ (3 / 2 : ℝ)
```

The first theorem is the closed form of \(E(f)\). Once the definitions are unfolded it is an identity of polynomials in \(f\) and \(f^{4/3}\), which `ring` proves.

```lean
/-- The hybrid energy at occupation `f` is `h f + (1 - a) U (f^2 - f^(4/3))`. -/
theorem hybridEnergy_eq (h U a f : ℝ) :
    hybridEnergy h U a f = h * f + (1 - a) * U * (f ^ 2 - f ^ (4 / 3 : ℝ)) := by
  unfold hybridEnergy hartree exactExchange semilocalExchange
  ring
```

## The spreading error in Lean

The number of centres `N` is a natural number, at least 1, and is converted to a real number where it enters the energy. That the centres are distant and equivalent is expressed by the form of the total energy: it is `N` times the energy of one centre, with no interaction between them.

In the proof, `hinv` states \(N\cdot(1/N)=1\) and `key` states \(N\cdot(1/N)^{4/3}=N^{-1/3}\), the latter by splitting the exponent \(-1/3\) as \(1-4/3\). The last line combines these two equations with the coefficients that turn the difference of energies into the stated error.

```lean
/-- The energy of one electron on a single centre, minus its energy when spread equally over
`N ≥ 1` distant centres, is `(1 - a) U (N^(-1/3) - 1/N)`. -/
theorem spreading_error (h U a : ℝ) {N : ℕ} (hN : 1 ≤ N) :
    hybridEnergy h U a 1 - N * hybridEnergy h U a (1 / (N : ℝ)) =
      (1 - a) * U * ((N : ℝ) ^ (-(1 / 3) : ℝ) - 1 / (N : ℝ)) := by
  have hpos : (0 : ℝ) < N := by exact_mod_cast hN
  have hinv : (N : ℝ) * (1 / (N : ℝ)) = 1 := mul_one_div_cancel hpos.ne'
  -- the semilocal exchange of N fragments
  have key : (N : ℝ) * (1 / (N : ℝ)) ^ (4 / 3 : ℝ) = (N : ℝ) ^ (-(1 / 3) : ℝ) := by
    have e : (-(1 / 3) : ℝ) = 1 + -(4 / 3) := by norm_num
    rw [e, Real.rpow_add hpos, Real.rpow_one, one_div, Real.inv_rpow hpos.le,
      Real.rpow_neg hpos.le]
  rw [hybridEnergy_eq, hybridEnergy_eq, Real.one_rpow]
  generalize 1 / (N : ℝ) = t at hinv key ⊢
  linear_combination (-(h + (1 - a) * U * t)) * hinv + (1 - a) * U * key
```

The sign is proved for \(U>0\), \(a<1\) and \(N\ge2\). The inequality `hlt` is \(N^{-1}<N^{-1/3}\), and the error is then a product of positive factors. The usual condition \(a\ge0\) is not required. At \(a=1\) the energy is the straight line \(hf\) and the error vanishes.

```lean
/-- For `U > 0` and `a < 1`, spreading one electron equally over two or more distant centres
lowers the hybrid energy. -/
theorem spreading_error_pos (h : ℝ) {U a : ℝ} (hU : 0 < U) (ha : a < 1)
    {N : ℕ} (hN : 2 ≤ N) :
    0 < hybridEnergy h U a 1 - N * hybridEnergy h U a (1 / (N : ℝ)) := by
  rw [spreading_error h U a (by omega)]
  have h1 : (1 : ℝ) < N := by exact_mod_cast hN
  have hlt : (N : ℝ) ^ (-1 : ℝ) < (N : ℝ) ^ (-(1 / 3) : ℝ) :=
    Real.rpow_lt_rpow_of_exponent_lt h1 (by norm_num)
  rw [Real.rpow_neg_one, ← one_div] at hlt
  exact mul_pos (mul_pos (sub_pos.2 ha) hU) (sub_pos.2 hlt)
```

## Curvature and the failure of convexity in Lean

`HasDerivAt` says that a function has a given derivative at a given point. The first derivative exists at \(f=0\) as well, because the exponent \(4/3\) is at least 1; this is the alternative chosen by `Or.inr`. The proof rewrites the energy in its closed form and assembles the derivative from the rules for sums, constant multiples and powers.

```lean
/-- The derivative of the hybrid energy with respect to the occupation. -/
theorem hasDerivAt_hybridEnergy (h U a f : ℝ) :
    HasDerivAt (hybridEnergy h U a)
      (h + (1 - a) * U * (2 * f - 4 / 3 * f ^ (1 / 3 : ℝ))) f := by
  have hp := Real.hasDerivAt_rpow_const (x := f) (p := 4 / 3) (Or.inr (by norm_num))
  have e : (4 / 3 : ℝ) - 1 = 1 / 3 := by norm_num
  rw [e] at hp
  have hE : hybridEnergy h U a =
      fun x => h * x + (1 - a) * U * (x ^ 2 - x ^ (4 / 3 : ℝ)) :=
    funext (hybridEnergy_eq h U a)
  rw [hE]
  have hd := ((hasDerivAt_id' f).const_mul h).fun_add
    (((hasDerivAt_pow 2 f).fun_sub hp).const_mul ((1 - a) * U))
  exact hd.congr_deriv (by norm_num)
```

The second derivative is stated as the derivative of `deriv (hybridEnergy h U a)`. It requires \(f>0\), since \(f^{-2/3}\) diverges as the occupation goes to zero. The proof replaces the first derivative by its formula and differentiates once more.

```lean
/-- At positive occupation the curvature of the hybrid energy is
`(1 - a) U (2 - (4/9) f^(-2/3))`. -/
theorem hasDerivAt_deriv_hybridEnergy (h U a : ℝ) {f : ℝ} (hf : 0 < f) :
    HasDerivAt (deriv (hybridEnergy h U a))
      ((1 - a) * U * (2 - 4 / 9 * f ^ (-(2 / 3) : ℝ))) f := by
  have hp := Real.hasDerivAt_rpow_const (x := f) (p := 1 / 3) (Or.inl hf.ne')
  have e : (1 / 3 : ℝ) - 1 = -(2 / 3) := by norm_num
  rw [e] at hp
  have hE : deriv (hybridEnergy h U a) =
      fun x => h + (1 - a) * U * (2 * x - 4 / 3 * x ^ (1 / 3 : ℝ)) :=
    funext fun x => (hasDerivAt_hybridEnergy h U a x).deriv
  rw [hE]
  have hd := ((((hasDerivAt_id' f).const_mul 2).fun_sub
    (hp.const_mul (4 / 3))).const_mul ((1 - a) * U)).const_add h
  exact hd.congr_deriv (by ring)
```

The next lemma records the two properties of \(f_c\) that fix the sign of the curvature: \(f_c>0\) and \(f_c^{-2/3}=9/2\). The second follows by multiplying the exponents, \(\tfrac32\cdot(-\tfrac23)=-1\).

```lean
/-- The occupation `inflection` is positive, and its power -2/3 is 9/2. -/
theorem inflection_spec : 0 < inflection ∧ inflection ^ (-(2 / 3) : ℝ) = 9 / 2 := by
  refine ⟨Real.rpow_pos_of_pos (by norm_num) _, ?_⟩
  have e : (3 / 2 : ℝ) * -(2 / 3) = -1 := by norm_num
  rw [inflection, ← Real.rpow_mul (by norm_num), e, Real.rpow_neg_one]
  norm_num
```

`Icc 0 inflection` is the closed interval \([0,f_c]\), and `StrictConcaveOn` and `StrictConvexOn` are the usual chord conditions with strict inequality. Mathlib derives them from continuity on the interval together with the sign of the second derivative in its interior, so the divergence at \(f=0\) does no harm. In each half of the proof, `hlt` compares \(f^{-2/3}\) with \(f_c^{-2/3}\), and replacing the latter by \(9/2\) gives the sign of the bracket.

```lean
/-- For `U > 0` and `a < 1` the hybrid energy is strictly concave in the occupation from 0 to
`(2/9)^(3/2)` and strictly convex from there to 1. -/
theorem curvature_regions (h : ℝ) {U a : ℝ} (hU : 0 < U) (ha : a < 1) :
    StrictConcaveOn ℝ (Icc 0 inflection) (hybridEnergy h U a) ∧
      StrictConvexOn ℝ (Icc inflection 1) (hybridEnergy h U a) := by
  obtain ⟨hpos, hval⟩ := inflection_spec
  have hc : 0 < (1 - a) * U := mul_pos (sub_pos.2 ha) hU
  have hcont : ∀ s : Set ℝ, ContinuousOn (hybridEnergy h U a) s := fun s x _ =>
    (hasDerivAt_hybridEnergy h U a x).continuousAt.continuousWithinAt
  constructor
  · refine strictConcaveOn_of_deriv2_neg (convex_Icc _ _) (hcont _) fun x hx => ?_
    rw [interior_Icc] at hx
    change deriv (deriv (hybridEnergy h U a)) x < 0
    rw [(hasDerivAt_deriv_hybridEnergy h U a hx.1).deriv]
    -- below the inflection the semilocal term dominates the second derivative
    have hlt := Real.rpow_lt_rpow_of_neg hx.1 hx.2 (show (-(2 / 3) : ℝ) < 0 by norm_num)
    rw [hval] at hlt
    exact mul_neg_of_pos_of_neg hc (by linarith)
  · refine strictConvexOn_of_deriv2_pos (convex_Icc _ _) (hcont _) fun x hx => ?_
    rw [interior_Icc] at hx
    change 0 < deriv (deriv (hybridEnergy h U a)) x
    rw [(hasDerivAt_deriv_hybridEnergy h U a (hpos.trans hx.1)).deriv]
    -- above the inflection the quadratic term dominates the second derivative
    have hlt := Real.rpow_lt_rpow_of_neg hpos hx.1 (show (-(2 / 3) : ℝ) < 0 by norm_num)
    rw [hval] at hlt
    exact mul_pos hc (by linarith)
```

The final theorem joins three statements under the hypotheses \(U>0\) and \(a<1\), for any real `h`: the value of the dimer error, its positivity, and the failure of convexity on \([0,1]\). The first two are the case \(N=2\) of the spreading theorems.

For the third, the proof assumes convexity in `hconv` and checks that \(f_c\le1\), so that both endpoints of the chord lie in \([0,1]\). Then `h1` is the strict inequality from concavity at the midpoint of \(0\) and \(f_c\), `h2` is the opposite inequality from the assumed convexity, and the two contradict each other.

```lean
/-- For `U > 0` and `a < 1`, the stretched one-electron dimer error `E(1) - 2 E(1/2)` equals
`(1 - a) U (2^(-1/3) - 1/2)` and is positive, yet the hybrid energy is not convex on [0,1]. -/
theorem dimer_error_without_convexity (h : ℝ) {U a : ℝ} (hU : 0 < U) (ha : a < 1) :
    hybridEnergy h U a 1 - 2 * hybridEnergy h U a (1 / 2) =
        (1 - a) * U * ((2 : ℝ) ^ (-(1 / 3) : ℝ) - 1 / 2) ∧
      0 < hybridEnergy h U a 1 - 2 * hybridEnergy h U a (1 / 2) ∧
      ¬ ConvexOn ℝ (Icc 0 1) (hybridEnergy h U a) := by
  refine ⟨?_, ?_, fun hconv => ?_⟩
  · exact_mod_cast spreading_error h U a (N := 2) (by norm_num)
  · exact_mod_cast spreading_error_pos h hU ha (N := 2) le_rfl
  · -- compare the midpoint of 0 and the inflection with the chord
    have hpos := inflection_spec.1
    have hle : inflection ≤ 1 :=
      (Real.rpow_lt_one (by norm_num) (by norm_num) (by norm_num)).le
    have hhalf : (0 : ℝ) < 1 / 2 := by norm_num
    have hsum : (1 / 2 : ℝ) + 1 / 2 = 1 := by norm_num
    have h1 := (curvature_regions h hU ha).1.2 (left_mem_Icc.2 hpos.le)
      (right_mem_Icc.2 hpos.le) hpos.ne hhalf hhalf hsum
    have h2 := hconv.2 (left_mem_Icc.2 zero_le_one) ⟨hpos.le, hle⟩
      hhalf.le hhalf.le hsum
    exact not_lt_of_ge h2 h1

end

end HybridFractionalOccupation
```

```lean
#print axioms HybridFractionalOccupation.dimer_error_without_convexity
```

```
'HybridFractionalOccupation.dimer_error_without_convexity' depends on axioms: [propext, Classical.choice, Quot.sound]
```
